# With small enough steps, gradient descent at a quadratic saddle stays bounded exactly when the start has no negative-mode component

Planar ammonia is a saddle point of the potential energy: the energy falls when the nitrogen atom moves out of the plane of the hydrogens, on either side. A relaxation that follows the forces from a planar starting geometry nevertheless stays planar, because by symmetry the forces have no out-of-plane part. The slightest pyramidal distortion at the start is amplified. Which starting points, in general, keep a gradient descent near a saddle, and which ones let it escape?

Near a stationary point, let \(x\) be the displacement from it and \(A\) the Hessian, a real symmetric operator. To second order the energy, measured from its value at the stationary point, is
\[
U(x)=\tfrac12\langle x,Ax\rangle .
\]
Descent with a fixed step length \(w>0\) produces iterates \(x_0,x_1,x_2,\dots\). Suppose that \(w\,l\le 2\) for every eigenvalue \(l\) of \(A\), and that the space is finite-dimensional. Then the iterates stay bounded if and only if \(x_0\) is orthogonal to every eigenvector of \(A\) with negative eigenvalue.

For geometry or orbital optimisation in electronic structure, this says which starting guesses can leave a saddle under plain fixed-step descent, as long as the energy is replaced by its quadratic model. That replacement is the step from the theorem to a real energy surface: no hypothesis below controls the higher-order terms. They take over once an escaping iterate is far from the saddle, and even close to it they can create a negative-mode component that was absent at the start, unless symmetry forbids it as in planar ammonia.

## The quadratic energy and its gradient

The displacements live in a real inner product space. In the code this space is called `E`, a letter that textbooks often keep for the energy. Its dimension is left open here, and finite dimension is added only where it is used.

```lean
import Mathlib

open Filter

namespace SaddlePointDescent

noncomputable section

variable {E : Type*} [NormedAddCommGroup E] [InnerProductSpace ℝ E]
```

The energy \(U(x)\) is written `energy A x`. The operator `A` is a linear map from the space to itself, and its symmetry is a separate hypothesis, `A.IsSymmetric`, which says that \(\langle Ax,y\rangle=\langle x,Ay\rangle\) for all \(x,y\). Nothing is assumed about the signs of the eigenvalues, so minima, maxima and saddles are all included.

```lean
/-- The quadratic energy `⟨x, A x⟩ / 2`. -/
def energy (A : E →ₗ[ℝ] E) (x : E) : ℝ := inner ℝ x (A x) / 2
```

One step of descent moves against \(Ax\):
\[
x_{k+1}=x_k-w\,A x_k .
\]
The step length \(w\) is often called \(\alpha\) or \(\eta\) elsewhere. It is the same in every step, with no line search and no preconditioner. The iterate \(x_k\) is `descent A w x₀ k`, counted from \(k=0\).

```lean
/-- The iterates of the update rule `x ↦ x - w A x` with step length `w`, started from `x₀`. -/
def descent (A : E →ₗ[ℝ] E) (w : ℝ) (x₀ : E) : ℕ → E
  | 0 => x₀
  | k + 1 => descent A w x₀ k - w • A (descent A w x₀ k)
```

This recursion deserves the name gradient descent only if \(Ax\) is the gradient of \(U\). To see that it is, move from \(x\) along a direction \(v\) by an amount \(t\) and expand:
\[
U(x+tv)=\tfrac12\langle x,Ax\rangle+\tfrac t2\bigl(\langle x,Av\rangle+\langle v,Ax\rangle\bigr)+\tfrac{t^2}{2}\langle v,Av\rangle .
\]
By the symmetry of \(A\), both terms in the bracket equal \(\langle Ax,v\rangle\), so
\[
U(x+tv)=U(x)+t\,\langle Ax,v\rangle+t^2\,U(v),
\qquad
\frac{d}{dt}U(x+tv)\Big|_{t=0}=\langle Ax,v\rangle .
\]
The theorem states this derivative for every \(x\) and \(v\). Its proof first establishes the polynomial identity, called `h`, and then differentiates the polynomial at \(t=0\).

```lean
/-- For symmetric `A`, the derivative of the energy at `x` in the direction `v` is `⟨A x, v⟩`. -/
theorem energy_hasDerivAt {A : E →ₗ[ℝ] E} (hA : A.IsSymmetric) (x v : E) :
    HasDerivAt (fun t : ℝ => energy A (x + t • v)) (inner ℝ (A x) v) 0 := by
  -- along a line the energy is a quadratic polynomial
  have h : (fun t : ℝ => energy A (x + t • v)) =
      fun t : ℝ => (energy A x + t * inner ℝ (A x) v) + t ^ 2 * energy A v := by
    funext t
    have h1 : inner ℝ x (A v) = inner ℝ (A x) v := (hA x v).symm
    have h2 : inner ℝ v (A x) = inner ℝ (A x) v := real_inner_comm _ _
    simp only [energy, map_add, map_smul, inner_add_left, inner_add_right,
      real_inner_smul_left, real_inner_smul_right]
    rw [h1, h2]
    ring
  rw [h]
  refine (HasDerivAt.fun_add (((hasDerivAt_id' (0 : ℝ)).mul_const _).const_add _)
    (((hasDerivAt_id' (0 : ℝ)).fun_pow 2).mul_const _)).congr_deriv ?_
  simp
```

## Each mode evolves on its own

A step applies the operator \(I-wA\) to the current iterate. By induction,
\[
x_k=(I-wA)^k x_0 .
\]
In the formal statement, `1` is the identity operator and the power is repeated composition. The induction step splits off one factor on the left, which is the most recent step.

```lean
/-- The `k`-th iterate is `(I - w A)^k x₀`. -/
theorem descent_eq_pow (A : E →ₗ[ℝ] E) (w : ℝ) (x₀ : E) (k : ℕ) :
    descent A w x₀ k = ((1 - w • A) ^ k) x₀ := by
  induction k with
  | zero => rfl
  | succ k ih =>
    rw [pow_succ', Module.End.mul_apply, ← ih]
    rfl
```

Now let \(v\) satisfy \(Av=l\,v\). Taking the inner product of one step with \(v\) and moving \(A\) to the other side gives
\[
\langle v,x_{k+1}\rangle=\langle v,x_k\rangle-w\langle Av,x_k\rangle=(1-wl)\,\langle v,x_k\rangle ,
\]
and therefore
\[
\langle v,x_k\rangle=(1-wl)^k\,\langle v,x_0\rangle .
\]
The vector \(v\) need not be normalised. The component of \(x_k\) along the unit vector \(v/\|v\|\) is \(\langle v,x_k\rangle/\|v\|\), and it picks up the same factor \(1-wl\) in each step.

The size of this factor decides the fate of the mode. For \(l<0\) the factor exceeds 1 and the component grows. For \(l=0\) the component stays as it is. For \(0<wl<2\) it shrinks, at \(wl=2\) it only changes sign, and for \(wl>2\) it grows with alternating sign. The induction in Lean is the calculation above, with the symmetry hypothesis `hA` moving \(A\) onto \(v\).

```lean
/-- For symmetric `A` with `A v = l v`, the component of the iterate along `v` is multiplied
by `1 - w l` in every step. -/
theorem inner_descent {A : E →ₗ[ℝ] E} (hA : A.IsSymmetric) (w : ℝ) (x₀ : E)
    {l : ℝ} {v : E} (hv : A v = l • v) (k : ℕ) :
    inner ℝ v (descent A w x₀ k) = (1 - w * l) ^ k * inner ℝ v x₀ := by
  induction k with
  | zero => simp [descent]
  | succ k ih =>
    change inner ℝ v (descent A w x₀ k - w • A (descent A w x₀ k)) = _
    rw [inner_sub_right, real_inner_smul_right, ← hA v (descent A w x₀ k), hv,
      real_inner_smul_left, ih]
    ring
```

## One growing component carries the whole vector away

Suppose that \(|1-wl|>1\) and \(\langle v,x_0\rangle\ne0\). The Cauchy–Schwarz inequality gives \(|\langle v,x_k\rangle|\le\|v\|\,\|x_k\|\), so
\[
\|x_k\|\;\ge\;|1-wl|^k\,\frac{|\langle v,x_0\rangle|}{\|v\|}\;\longrightarrow\;\infty .
\]
The fraction is the magnitude of the normalised starting component. It is positive, because a vector with nonzero overlap with \(x_0\) cannot be zero. The conclusion `Tendsto … atTop atTop` says that the norms eventually exceed every bound and stay above it, which is stronger than being unbounded.

The proof compares \(\|x_k\|\) with this geometric sequence through `tendsto_atTop_mono`. It needs no eigenbasis, so the statement holds in infinite dimension too.

```lean
/-- For symmetric `A` with `A v = l v` and `|1 - w l| > 1`, the iterates diverge in norm
whenever the starting point has a nonzero component along `v`. -/
theorem descent_diverges {A : E →ₗ[ℝ] E} (hA : A.IsSymmetric) {w l : ℝ} {x₀ v : E}
    (hv : A v = l • v) (hl : 1 < |1 - w * l|) (hx : inner ℝ v x₀ ≠ 0) :
    Tendsto (fun k => ‖descent A w x₀ k‖) atTop atTop := by
  have hv0 : v ≠ 0 := by
    rintro rfl
    exact hx (inner_zero_left _)
  have hvn : 0 < ‖v‖ := norm_pos_iff.2 hv0
  have hc : 0 < |inner ℝ v x₀| / ‖v‖ := div_pos (abs_pos.2 hx) hvn
  refine tendsto_atTop_mono (fun k => ?_)
    ((tendsto_pow_atTop_atTop_of_one_lt hl).atTop_mul_const hc)
  -- Cauchy-Schwarz bounds the norm below by the growing component
  have h := abs_real_inner_le_norm v (descent A w x₀ k)
  rw [inner_descent hA w x₀ hv k, abs_mul, abs_pow] at h
  rw [← mul_div_assoc, div_le_iff₀ hvn]
  linarith
```

## With small enough steps and no negative-mode component, no iterate is longer than the start

For the opposite direction all modes are needed at once. In finite dimension a symmetric \(A\) has an orthonormal basis of eigenvectors \(b_i\) with eigenvalues \(\mu_i\). Parseval's identity and the mode formula give
\[
\|x_k\|^2=\sum_i\langle b_i,x_k\rangle^2=\sum_i(1-w\mu_i)^{2k}\,\langle b_i,x_0\rangle^2 .
\]
Compare this sum with \(\|x_0\|^2=\sum_i\langle b_i,x_0\rangle^2\) term by term:

- If \(\mu_i<0\), then \(\langle b_i,x_0\rangle=0\) by assumption, and the term vanishes on both sides.
- If \(\mu_i\ge0\), then \(0\le w\mu_i\le2\), so \(|1-w\mu_i|\le1\), and the term is at most \(\langle b_i,x_0\rangle^2\).

Hence \(\|x_k\|\le\|x_0\|\) for every \(k\).

The step condition is the hypothesis `hstep`: whenever \(v\ne0\) and \(Av=lv\), then \(wl\le2\). The restriction to nonzero \(v\) matters, because the zero vector satisfies \(Av=lv\) for every real \(l\). The orthogonality hypothesis `hx` has no such restriction and needs none, since the zero vector is orthogonal to everything.

In the proof, `parseval` is the expansion of the squared norm, `Finset.sum_le_sum` reduces the claim to single terms, and `rcases` separates the two cases listed above.

```lean
/-- In finite dimension, let `A` be symmetric, `w > 0`, and `w l ≤ 2` for every eigenvalue `l`. If
`x₀` is orthogonal to all eigenvectors with negative eigenvalue, no iterate is longer than `x₀`. -/
theorem norm_descent_le [FiniteDimensional ℝ E] {A : E →ₗ[ℝ] E} (hA : A.IsSymmetric)
    {w : ℝ} (hw : 0 < w) (hstep : ∀ (l : ℝ) (v : E), v ≠ 0 → A v = l • v → w * l ≤ 2)
    {x₀ : E} (hx : ∀ (l : ℝ) (v : E), l < 0 → A v = l • v → inner ℝ v x₀ = 0) (k : ℕ) :
    ‖descent A w x₀ k‖ ≤ ‖x₀‖ := by
  obtain ⟨b, μ, hb⟩ : ∃ (b : OrthonormalBasis (Fin (Module.finrank ℝ E)) ℝ E)
      (μ : Fin (Module.finrank ℝ E) → ℝ), ∀ i, A (b i) = μ i • b i :=
    ⟨hA.eigenvectorBasis rfl, hA.eigenvalues rfl, fun i => hA.apply_eigenvectorBasis rfl i⟩
  have parseval : ∀ y : E, ‖y‖ ^ 2 = ∑ i, (inner ℝ (b i) y) ^ 2 := by
    intro y
    rw [← real_inner_self_eq_norm_sq, ← b.sum_inner_mul_inner y y]
    refine Finset.sum_congr rfl fun i _ => ?_
    rw [real_inner_comm (b i) y]
    ring
  apply (sq_le_sq₀ (norm_nonneg _) (norm_nonneg _)).mp
  rw [parseval, parseval]
  refine Finset.sum_le_sum fun i _ => ?_
  rw [inner_descent hA w x₀ (hb i) k]
  rcases lt_or_ge (μ i) 0 with hneg | hpos
  · -- a negative mode is absent from the start
    simp [hx _ _ hneg (hb i)]
  · -- every other mode has a factor of modulus at most one
    have h2 := hstep _ _ (b.orthonormal.ne_zero i) (hb i)
    have h0 : 0 ≤ w * μ i := mul_nonneg hw.le hpos
    have hr : |1 - w * μ i| ≤ 1 := abs_le.2 ⟨by linarith, by linarith⟩
    have hk : |(1 - w * μ i) ^ k| ≤ 1 := by
      rw [abs_pow]
      exact pow_le_one₀ (abs_nonneg _) hr
    rw [mul_pow]
    exact mul_le_of_le_one_left (sq_nonneg _) ((sq_le_one_iff_abs_le_one _).2 hk)
```

## The equivalence

Both halves are now available. Let the iterates be bounded by some \(C\), and suppose that an eigenvector \(v\) with \(l<0\) had \(\langle v,x_0\rangle\ne0\). Then \(1-wl>1\), the norms \(\|x_k\|\) tend to infinity, and some iterate is longer than \(C\), a contradiction. Conversely, if \(x_0\) is orthogonal to all eigenvectors with negative eigenvalue, then \(C=\|x_0\|\) is a bound.

In the formal statement the left side reads "there is a real \(C\) with \(\|x_k\|\le C\) for all \(k\)". The right side reads "for every \(l<0\) and every \(v\) with \(Av=lv\), the inner product \(\langle v,x_0\rangle\) is zero". If \(A\) has no negative eigenvalue, the right side holds for every \(x_0\), and every descent that meets the step condition is bounded.

Bounded does not mean convergent to the stationary point. A component with \(l=0\), such as a rigid translation of a molecule, keeps its initial value, and one with \(wl=2\) flips its sign forever.

The two parts of the proof follow the two directions. The first obtains the offending \(k\) from `descent_diverges`, and the second is `norm_descent_le`. The step condition enters only in the second.

```lean
/-- In finite dimension, let `A` be symmetric, `w > 0`, and `w l ≤ 2` for every eigenvalue `l`. The
gradient iterates stay bounded if and only if `x₀` is orthogonal to every eigenvector with negative
eigenvalue. -/
theorem descent_bounded_iff [FiniteDimensional ℝ E] {A : E →ₗ[ℝ] E} (hA : A.IsSymmetric)
    {w : ℝ} (hw : 0 < w) (hstep : ∀ (l : ℝ) (v : E), v ≠ 0 → A v = l • v → w * l ≤ 2)
    (x₀ : E) :
    (∃ C : ℝ, ∀ k, ‖descent A w x₀ k‖ ≤ C) ↔
      ∀ (l : ℝ) (v : E), l < 0 → A v = l • v → inner ℝ v x₀ = 0 := by
  constructor
  · rintro ⟨C, hC⟩ l v hl hv
    by_contra hx
    have hwl : w * l < 0 := mul_neg_of_pos_of_neg hw hl
    have hr : 1 < |1 - w * l| := lt_of_lt_of_le (by linarith) (le_abs_self _)
    obtain ⟨k, hk⟩ := ((descent_diverges hA hv hr hx).eventually_gt_atTop C).exists
    exact not_lt_of_ge (hC k) hk
  · intro hx
    exact ⟨‖x₀‖, norm_descent_le hA hw hstep hx⟩
```

## Escape from arbitrarily close to the saddle

The starting points that stay bounded include the stationary point itself, but no full neighbourhood of it once a negative mode exists. Let \(Av=lv\) with \(v\neq0\) and \(l<0\), and let \(\varepsilon>0\). Take
\[
x_0=\frac{\varepsilon}{2\|v\|}\,v,\qquad \|x_0\|=\frac{\varepsilon}{2}<\varepsilon,\qquad \langle v,x_0\rangle=\frac{\varepsilon\,\|v\|}{2}\neq0 .
\]
Since \(1-wl>1\), the iterates from this \(x_0\) diverge. For planar ammonia in the quadratic model, \(x_0\) is a small displacement along the out-of-plane mode.

The theorem asks for \(w>0\) but for no upper limit on the step, because \(1-wl>1\) for every \(w>0\): a longer step only speeds up the growth along a negative mode, and a shorter one slows it without stopping it. The proof supplies this \(x_0\), checks its norm and its overlap with \(v\), and leaves the divergence to `descent_diverges`.

```lean
/-- If a symmetric `A` has a negative eigenvalue and `w > 0`, then arbitrarily close to the
stationary point `0` there are starting points whose iterates diverge in norm. -/
theorem saddle_unstable {A : E →ₗ[ℝ] E} (hA : A.IsSymmetric) {w l : ℝ} (hw : 0 < w)
    {v : E} (hv0 : v ≠ 0) (hv : A v = l • v) (hl : l < 0) {ε : ℝ} (hε : 0 < ε) :
    ∃ x₀ : E, ‖x₀‖ < ε ∧ Tendsto (fun k => ‖descent A w x₀ k‖) atTop atTop := by
  have hvn : 0 < ‖v‖ := norm_pos_iff.2 hv0
  have hc : 0 < ε / (2 * ‖v‖) := by positivity
  have hwl : w * l < 0 := mul_neg_of_pos_of_neg hw hl
  refine ⟨(ε / (2 * ‖v‖)) • v, ?_, descent_diverges hA hv
    (lt_of_lt_of_le (by linarith) (le_abs_self _)) ?_⟩
  · have h : ε / (2 * ‖v‖) * ‖v‖ = ε / 2 := by field_simp
    rw [norm_smul, Real.norm_of_nonneg hc.le, h]
    linarith
  · rw [real_inner_smul_right, real_inner_self_eq_norm_sq]
    positivity
```

## Steps that are too long destroy the equivalence

Suppose that the step condition fails for a single eigenvalue, so that \(Av=lv\) with \(v\ne0\) and \(wl>2\). Then \(l>0\), because \(w>0\). Start the descent from \(v\) itself. For any \(u\) with \(Au=m\,u\) and \(m<0\), symmetry gives
\[
m\,\langle u,v\rangle=\langle Au,v\rangle=\langle u,Av\rangle=l\,\langle u,v\rangle ,
\qquad\text{so}\qquad (m-l)\,\langle u,v\rangle=0 .
\]
As \(m<0<l\), it follows that \(\langle u,v\rangle=0\). The starting point is orthogonal to all eigenvectors with negative eigenvalue, as the equivalence demands. Yet \(1-wl<-1\), so each step overshoots the stationary point and lands farther out on the other side, and the iterates diverge.

A single eigenvalue with \(wl>2\) is thus enough to make the equivalence false for some starting point. This divergence comes from a stiff direction in which the energy rises, and it occurs at a minimum as well as at a saddle. A growing norm is therefore a sign of a negative mode only when the step condition is known to hold.

The formal statement joins the two claims, orthogonality and divergence, by `∧`. The first is proved by the displayed calculation, and the second by `descent_diverges` with \(x_0=v\), where the overlap is \(\|v\|^2\neq0\).

```lean
/-- For symmetric `A` and `w > 0`, an eigenvector `v` whose eigenvalue `l` satisfies `w l > 2` is
orthogonal to all eigenvectors with negative eigenvalue, yet the iterates started from `v` diverge
in norm. -/
theorem step_condition_sharp {A : E →ₗ[ℝ] E} (hA : A.IsSymmetric) {w l : ℝ} (hw : 0 < w)
    {v : E} (hv0 : v ≠ 0) (hv : A v = l • v) (hl : 2 < w * l) :
    (∀ (m : ℝ) (u : E), m < 0 → A u = m • u → inner ℝ u v = 0) ∧
      Tendsto (fun k => ‖descent A w v k‖) atTop atTop := by
  have hlpos : 0 < l := by
    by_contra h
    nlinarith [mul_nonneg hw.le (neg_nonneg.2 (not_lt.1 h))]
  constructor
  · -- eigenvectors of different eigenvalues are orthogonal
    intro m u hm hu
    have h := hA u v
    rw [hu, hv, real_inner_smul_left, real_inner_smul_right] at h
    have h' : (m - l) * inner ℝ u v = 0 := by linear_combination h
    exact (mul_eq_zero.1 h').resolve_left (by linarith)
  · refine descent_diverges hA hv (lt_of_lt_of_le (by linarith) (neg_le_abs _)) ?_
    rw [real_inner_self_eq_norm_sq]
    exact pow_ne_zero 2 (norm_ne_zero_iff.2 hv0)

end

end SaddlePointDescent
```

```lean
#print axioms SaddlePointDescent.descent_eq_pow
#print axioms SaddlePointDescent.descent_bounded_iff
#print axioms SaddlePointDescent.saddle_unstable
#print axioms SaddlePointDescent.step_condition_sharp
```

```
'SaddlePointDescent.descent_eq_pow' depends on axioms: [propext, Classical.choice, Quot.sound]
'SaddlePointDescent.descent_bounded_iff' depends on axioms: [propext, Classical.choice, Quot.sound]
'SaddlePointDescent.saddle_unstable' depends on axioms: [propext, Classical.choice, Quot.sound]
'SaddlePointDescent.step_condition_sharp' depends on axioms: [propext, Classical.choice, Quot.sound]
```
